# The mean coupling loop of three independently oriented dipoles is \(|p|^2|q|^2|r|^2\,\mathrm{tr}(TUV)/27\)

Let \(p,q,r\in\mathbb R^3\) be permanent dipoles at fixed positions, and let \(x,y,z\) be the same dipoles after each has been reoriented independently. Real \(3\times3\) matrices \(T,U,V\) couple them in pairs, with energies \(x^{\mathsf T}Ty\), \(y^{\mathsf T}Uz\) and \(z^{\mathsf T}Vx\). An orientation is a signed permutation of the Cartesian axes, and all orientations have equal weight.

I believe that the mean of the product of the three energies is \(|p|^2|q|^2|r|^2\,\mathrm{tr}(TUV)/27\), and that for point dipoles at the corners of a triangle with interior angles \(\alpha,\beta,\gamma\) it yields the factor \(1+3\cos\alpha\cos\beta\cos\gamma\). Can this be made rigorous and checked by machine, including its link to the total energy of the trio?

## Dipoles, orientations and couplings in Lean

Yes. In the Lean file below, a `Vec` is a function `Fin 3 → ℝ`, and \(|p|^2\) is written `p ⬝ᵥ p`. An `Orientation` is a permutation \(\sigma\) with three signs \(\varepsilon_i=\pm1\), which makes 48 elements, reflections included. It acts by \((gp)_i=\varepsilon_i\,p_{\sigma(i)}\), which is `act g p`. The function `mean` divides the sum over orientations by their number, and `average` nests three such means, so the dipoles turn independently.

The theorem `three_body_keesom` states the trace formula for all \(p,q,r\) and all real \(T,U,V\), with no symmetry assumed. `energy_third_moment` gives the mean cube of the total energy. `keesom_triangle` specialises the loop to point dipoles, whose coupling tensor at distance \(R\) along a unit vector \(e\) is \((1-3ee^{\mathsf T})/R^3\) in units where \(4\pi\varepsilon_0=1\). Its hypotheses say that the sides \(a,b,c\) are positive, that their directions \(l,m,n\) are unit vectors, and that the sides taken head to tail close up. Side \(a\) joins \(p\) to \(q\), side \(b\) joins \(q\) to \(r\), and side \(c\) joins \(r\) to \(p\).

These are unweighted orientational means, whereas a Keesom energy comes from Boltzmann-weighted orientations. The connection is the high-temperature expansion of the free energy: the mean energy vanishes, so the third-order term is \(\langle E^3\rangle/6(k_BT_{\mathrm{abs}})^2\), with \(T_{\mathrm{abs}}\) the temperature. For rigid, non-polarisable point dipoles at fixed positions, this is the leading non-additive term, which a sum of Keesom energies of isolated pairs leaves out. The finite set of orientations gives the same values here as continuous rotations would, but fourth moments of a single dipole already differ in general.

## From isotropic second moments to the trace

**One dipole.** Summing \(\varepsilon_i\varepsilon_j\) over the eight sign choices gives \(8\delta_{ij}\). For \(i=j\), the six permutations send \(i\) to each axis twice, so \(\sum_\sigma p_{\sigma(i)}^2=2|p|^2\). The full sum is \(16|p|^2\delta_{ij}\), and division by 48 gives
\[
\langle x_ix_j\rangle=\tfrac13|p|^2\delta_{ij},\qquad
\langle x^{\mathsf T}Mx\rangle=\tfrac13|p|^2\,\mathrm{tr}M .
\]
With \(M=vu^{\mathsf T}\) this becomes \(\langle(u\cdot x)(x\cdot v)\rangle=\tfrac13|p|^2\,u\cdot v\): a rotating dipole relays two fields as their scalar product.

**The loop.** Average over \(z\) first, with \(u=U^{\mathsf T}y\) and \(v=Vx\), then over \(y\), then over \(x\):
\[
\begin{aligned}
\langle (y^{\mathsf T}Uz)(z^{\mathsf T}Vx)\rangle_z&=\tfrac13|r|^2\,y^{\mathsf T}UVx,\\
\langle (x^{\mathsf T}Ty)(y^{\mathsf T}UVx)\rangle_y&=\tfrac13|q|^2\,x^{\mathsf T}TUVx,\\
\langle x^{\mathsf T}TUVx\rangle_x&=\tfrac13|p|^2\,\mathrm{tr}(TUV).
\end{aligned}
\]
The three factors of \(1/3\) make \(1/27\).

**The total energy.** Write \(A,B,C\) for the three pair energies and \(E=A+B+C\). Reversing one dipole changes the sign of the two energies that contain it and leaves the mean unchanged. Since
\[
(A+B+C)^3+(-A+B-C)^3+(-A-B+C)^3+(A-B-C)^3=24ABC,
\]
we get \(4\langle E^3\rangle=24\langle ABC\rangle\), hence \(\langle E^3\rangle=\tfrac29|p|^2|q|^2|r|^2\,\mathrm{tr}(TUV)\).

**The triangle.** Let \(\lambda=l\cdot m\), \(\mu=m\cdot n\), \(\nu=n\cdot l\). Expanding the product of the three angular parts gives
\[
\mathrm{tr}\big[(1-3ll^{\mathsf T})(1-3mm^{\mathsf T})(1-3nn^{\mathsf T})\big]
=-6+9(\lambda^2+\mu^2+\nu^2)-27\lambda\mu\nu .
\]
Projecting \(al+bm+cn=0\) on \(l,m,n\) gives
\[
a+b\lambda+c\nu=0,\qquad a\lambda+b+c\mu=0,\qquad a\nu+b\mu+c=0 .
\]
This linear system has the non-zero solution \((a,b,c)\), so its determinant vanishes: \(1+2\lambda\mu\nu-\lambda^2-\mu^2-\nu^2=0\). The trace is therefore \(3-9\lambda\mu\nu\). Because the sides run head to tail, the cosines of the interior angles are \(-\lambda,-\mu,-\nu\), and
\[
\langle ABC\rangle=\frac{|p|^2|q|^2|r|^2}{9\,(abc)^3}\,(1+3\cos\alpha\cos\beta\cos\gamma).
\]
Lean states this multiplied by \((abc)^3\).

## The checked file and its proof steps

```lean
import Mathlib

open Matrix

namespace ThreeBodyKeesom

noncomputable section

/-- A vector in three-dimensional space. -/
abbrev Vec := Fin 3 → ℝ

/-- A signed permutation of the Cartesian axes: a permutation and three signs. -/
abbrev Orientation := Equiv.Perm (Fin 3) × (Fin 3 → ℤˣ)

/-- The dipole `p` after the signed permutation `g` has acted on it. -/
def act (g : Orientation) (p : Vec) : Vec := fun i => ((g.2 i : ℤ) : ℝ) * p (g.1 i)

/-- The mean over all signed permutations. -/
def mean (F : Orientation → ℝ) : ℝ := (∑ g, F g) / (Fintype.card Orientation : ℝ)

/-- The mean of a function of three dipoles that are oriented independently. -/
def average (p q r : Vec) (F : Vec → Vec → Vec → ℝ) : ℝ :=
  mean fun g => mean fun h => mean fun k => F (act g p) (act h q) (act k r)

/-- The product of the three pair couplings around the loop of three dipoles. -/
def loop (T U V : Matrix (Fin 3) (Fin 3) ℝ) (x y z : Vec) : ℝ :=
  (x ⬝ᵥ T *ᵥ y) * (y ⬝ᵥ U *ᵥ z) * (z ⬝ᵥ V *ᵥ x)

/-- The total interaction energy of three dipoles, a sum of three pair couplings. -/
def energy (T U V : Matrix (Fin 3) (Fin 3) ℝ) (x y z : Vec) : ℝ :=
  x ⬝ᵥ T *ᵥ y + y ⬝ᵥ U *ᵥ z + z ⬝ᵥ V *ᵥ x

/-- The angular part `1 - 3 n nᵀ` of the dipole tensor along the direction `n`. -/
def angular (n : Vec) : Matrix (Fin 3) (Fin 3) ℝ := 1 - (3 : ℝ) • vecMulVec n n

/-- The point-dipole interaction tensor at distance `R` along the direction `n`. -/
def dipoleTensor (R : ℝ) (n : Vec) : Matrix (Fin 3) (Fin 3) ℝ := (R ^ 3)⁻¹ • angular n

/-- Summed over the 48 orientations, the products of two dipole components are isotropic. -/
theorem second_moment (p : Vec) (i j : Fin 3) :
    ∑ g : Orientation, act g p i * act g p j = if i = j then 16 * (p ⬝ᵥ p) else 0 := by
  -- the signs remove the off-diagonal terms
  have hz : ∀ i j : Fin 3, ∑ e : Fin 3 → ℤˣ, ((e i : ℤ) * (e j : ℤ)) =
      if i = j then 8 else 0 := by decide +kernel
  have hs : ∑ e : Fin 3 → ℤˣ, (((e i : ℤ) : ℝ) * ((e j : ℤ) : ℝ)) =
      if i = j then 8 else 0 := by exact_mod_cast hz i j
  have hsplit : ∑ g : Orientation, act g p i * act g p j =
      ∑ s : Equiv.Perm (Fin 3), (p (s i) * p (s j)) *
        ∑ e : Fin 3 → ℤˣ, (((e i : ℤ) : ℝ) * ((e j : ℤ) : ℝ)) := by
    rw [Fintype.sum_prod_type]
    refine Finset.sum_congr rfl fun s _ => ?_
    rw [Finset.mul_sum]
    refine Finset.sum_congr rfl fun e _ => ?_
    simp only [act]
    ring
  rw [hsplit, hs]
  by_cases hij : i = j
  · subst hij
    -- the permutations make the diagonal terms equal
    have key : ∀ j : Fin 3, ∑ s : Equiv.Perm (Fin 3), p (s j) * p (s j) =
        ∑ s : Equiv.Perm (Fin 3), p (s i) * p (s i) := fun j =>
      Fintype.sum_equiv (Equiv.mulRight (Equiv.swap i j)) _ _ (fun s => by simp)
    have tot : ∑ j : Fin 3, ∑ s : Equiv.Perm (Fin 3), p (s j) * p (s j) =
        6 * (p ⬝ᵥ p) := by
      rw [Finset.sum_comm, Finset.sum_congr rfl
        (fun s _ => Equiv.sum_comp s (fun k => p k * p k))]
      simp [dotProduct, Fintype.card_perm, Nat.factorial]
    rw [Finset.sum_congr rfl (fun j _ => key j)] at tot
    simp only [Finset.sum_const, Finset.card_univ, Fintype.card_fin, nsmul_eq_mul] at tot
    push_cast at tot
    rw [if_pos rfl, if_pos rfl, ← Finset.sum_mul]
    linarith
  · simp [hij]

/-- A constant factor can be taken out of the orientational mean. -/
theorem mean_const_mul (c : ℝ) (F : Orientation → ℝ) :
    mean (fun g => c * F g) = c * mean F := by
  simp only [mean, ← Finset.mul_sum, mul_div_assoc]

/-- The mean of a quadratic form in a rotating dipole is `|p|²/3` times its trace. -/
theorem mean_quadratic (p : Vec) (M : Matrix (Fin 3) (Fin 3) ℝ) :
    mean (fun g => act g p ⬝ᵥ M *ᵥ act g p) = (p ⬝ᵥ p) / 3 * M.trace := by
  have hcard : Fintype.card Orientation = 48 := by decide +kernel
  have hsum : ∑ g : Orientation, act g p ⬝ᵥ M *ᵥ act g p =
      ∑ i, ∑ j, M i j * ∑ g : Orientation, act g p i * act g p j := by
    simp only [dotProduct, mulVec, Finset.mul_sum]
    rw [Finset.sum_comm]
    refine Finset.sum_congr rfl fun i _ => ?_
    rw [Finset.sum_comm]
    refine Finset.sum_congr rfl fun j _ => Finset.sum_congr rfl fun g _ => ?_
    ring
  rw [mean, hsum, hcard]
  simp only [second_moment, mul_ite, mul_zero, Finset.sum_ite_eq, Finset.mem_univ, if_true,
    trace, diag_apply, ← Finset.sum_mul]
  push_cast
  ring

/-- The mean product of the couplings of a rotating dipole to two fields `u` and `v` is
`|r|²/3` times the scalar product of the fields. -/
theorem mean_relay (r u v : Vec) :
    mean (fun k => (u ⬝ᵥ act k r) * (act k r ⬝ᵥ v)) = (r ⬝ᵥ r) / 3 * (u ⬝ᵥ v) := by
  have e : ∀ x : Vec, (u ⬝ᵥ x) * (x ⬝ᵥ v) = x ⬝ᵥ vecMulVec v u *ᵥ x := by
    intro x
    simp only [dotProduct, mulVec, vecMulVec_apply, Fin.sum_univ_three]
    ring
  simp only [e, mean_quadratic]
  simp only [trace, diag_apply, vecMulVec_apply, dotProduct, Fin.sum_univ_three]
  ring

/-- The mean loop product of three independently oriented dipoles is `|p|²|q|²|r|² tr(TUV)/27`. -/
theorem three_body_keesom (p q r : Vec) (T U V : Matrix (Fin 3) (Fin 3) ℝ) :
    average p q r (loop T U V) =
      (p ⬝ᵥ p) * (q ⬝ᵥ q) * (r ⬝ᵥ r) * (T * U * V).trace / 27 := by
  -- eliminate the third dipole
  have hk : ∀ x y : Vec, mean (fun k => loop T U V x y (act k r)) =
      (r ⬝ᵥ r) / 3 * ((x ⬝ᵥ T *ᵥ y) * (y ⬝ᵥ (U * V) *ᵥ x)) := by
    intro x y
    have e : (fun k => loop T U V x y (act k r)) = fun k =>
        (x ⬝ᵥ T *ᵥ y) * (((y ᵥ* U) ⬝ᵥ act k r) * (act k r ⬝ᵥ V *ᵥ x)) := by
      funext k
      rw [loop, Matrix.dotProduct_mulVec y U, mul_assoc]
    rw [e, mean_const_mul, mean_relay, ← Matrix.mulVec_mulVec, Matrix.dotProduct_mulVec y U]
    ring
  -- eliminate the second dipole
  have hh : ∀ x : Vec, mean (fun h => (x ⬝ᵥ T *ᵥ act h q) * (act h q ⬝ᵥ (U * V) *ᵥ x)) =
      (q ⬝ᵥ q) / 3 * (x ⬝ᵥ (T * (U * V)) *ᵥ x) := by
    intro x
    simp only [Matrix.dotProduct_mulVec x T]
    rw [mean_relay, ← Matrix.mulVec_mulVec x T (U * V), Matrix.dotProduct_mulVec x T]
  -- the first dipole closes the loop into a trace
  simp only [average, hk, mean_const_mul, hh, mean_quadratic]
  rw [Matrix.mul_assoc T U V]
  ring

/-- The orientational mean of any function of a dipole is unchanged when the dipole is reversed. -/
theorem mean_neg (p : Vec) (F : Vec → ℝ) :
    mean (fun g => F (act g p)) = mean (fun g => F (-act g p)) := by
  unfold mean
  congr 1
  refine Fintype.sum_equiv (Equiv.mulLeft ((1, fun _ => -1) : Orientation)) _ _ fun g => ?_
  congr 1
  funext i
  simp [act]

/-- The third moment of the total energy of three independently oriented dipoles is
`2|p|²|q|²|r|² tr(TUV)/9`. -/
theorem energy_third_moment (p q r : Vec) (T U V : Matrix (Fin 3) (Fin 3) ℝ) :
    average p q r (fun x y z => energy T U V x y z ^ 3) =
      2 * ((p ⬝ᵥ p) * (q ⬝ᵥ q) * (r ⬝ᵥ r)) * (T * U * V).trace / 9 := by
  have madd : ∀ F G : Orientation → ℝ, mean F + mean G = mean (fun g => F g + G g) := by
    intro F G
    simp only [mean, Finset.sum_add_distrib, add_div]
  have aadd : ∀ F G : Vec → Vec → Vec → ℝ, average p q r F + average p q r G =
      average p q r (fun x y z => F x y z + G x y z) := by
    intro F G
    simp only [average, madd]
  have amul : average p q r (fun x y z => 24 * loop T U V x y z) =
      24 * average p q r (loop T U V) := by
    simp only [average, mean_const_mul]
  let E : Vec → Vec → Vec → ℝ := fun x y z => energy T U V x y z ^ 3
  -- reverse one dipole at a time
  have hx : average p q r E = average p q r (fun x y z => E (-x) y z) :=
    mean_neg p (fun x => mean fun h => mean fun k => E x (act h q) (act k r))
  have hy : average p q r E = average p q r (fun x y z => E x (-y) z) :=
    congrArg mean (funext fun g =>
      mean_neg q (fun y => mean fun k => E (act g p) y (act k r)))
  have hz : average p q r E = average p q r (fun x y z => E x y (-z)) :=
    congrArg mean (funext fun g => congrArg mean (funext fun h =>
      mean_neg r (fun z => E (act g p) (act h q) z)))
  -- only the loop product survives in the sum
  have hsum : average p q r E + average p q r (fun x y z => E (-x) y z) +
      average p q r (fun x y z => E x (-y) z) + average p q r (fun x y z => E x y (-z)) =
      24 * average p q r (loop T U V) := by
    rw [aadd, aadd, aadd, ← amul]
    congr 1
    funext x y z
    simp only [E, energy, loop, dotProduct_neg, neg_dotProduct, Matrix.mulVec_neg]
    ring
  rw [three_body_keesom] at hsum
  change average p q r E = _
  linarith

/-- The trace of the product of three angular dipole tensors in terms of the scalar products of
their directions. -/
theorem trace_angular (l m n : Vec) :
    (angular l * angular m * angular n).trace =
      3 - 3 * (l ⬝ᵥ l + m ⬝ᵥ m + n ⬝ᵥ n)
        + 9 * ((l ⬝ᵥ m) ^ 2 + (m ⬝ᵥ n) ^ 2 + (n ⬝ᵥ l) ^ 2)
        - 27 * ((l ⬝ᵥ m) * (m ⬝ᵥ n) * (n ⬝ᵥ l)) := by
  simp only [angular, trace, diag_apply, Matrix.mul_apply, Matrix.sub_apply, Matrix.smul_apply,
    vecMulVec_apply, Matrix.one_apply, dotProduct, Fin.sum_univ_three, smul_eq_mul,
    Fin.isValue, Fin.reduceEq, ↓reduceIte]
  ring

/-- For point dipoles at the corners of a triangle with sides `a, b, c` along the unit vectors
`l, m, n` taken head to tail, the mean loop product times `(abc)³` is `|p|²|q|²|r|²/9` times
one plus three times the product of the cosines of the interior angles. -/
theorem keesom_triangle (p q r l m n : Vec) (a b c : ℝ) (ha : 0 < a) (hb : 0 < b) (hc : 0 < c)
    (hl : l ⬝ᵥ l = 1) (hm : m ⬝ᵥ m = 1) (hn : n ⬝ᵥ n = 1)
    (closed : a • l + b • m + c • n = 0) :
    (a * b * c) ^ 3 *
        average p q r (loop (dipoleTensor a l) (dipoleTensor b m) (dipoleTensor c n)) =
      (p ⬝ᵥ p) * (q ⬝ᵥ q) * (r ⬝ᵥ r) *
        (1 + 3 * (-(l ⬝ᵥ m)) * (-(m ⬝ᵥ n)) * (-(n ⬝ᵥ l))) / 9 := by
  -- project the closure relation on the three sides
  have e1 := congrArg (fun v => l ⬝ᵥ v) closed
  have e2 := congrArg (fun v => m ⬝ᵥ v) closed
  have e3 := congrArg (fun v => n ⬝ᵥ v) closed
  simp only [dotProduct_add, dotProduct_smul, smul_eq_mul, dotProduct_zero] at e1 e2 e3
  rw [hl, dotProduct_comm l n] at e1
  rw [hm, dotProduct_comm m l] at e2
  rw [hn, dotProduct_comm n m] at e3
  -- the Gram determinant of coplanar directions vanishes
  have gram : 1 + 2 * ((l ⬝ᵥ m) * (m ⬝ᵥ n) * (n ⬝ᵥ l))
      - (l ⬝ᵥ m) ^ 2 - (m ⬝ᵥ n) ^ 2 - (n ⬝ᵥ l) ^ 2 = 0 := by
    apply mul_left_cancel₀ ha.ne'
    linear_combination (1 - (m ⬝ᵥ n) ^ 2) * e1 - (l ⬝ᵥ m - (n ⬝ᵥ l) * (m ⬝ᵥ n)) * e2
      + ((l ⬝ᵥ m) * (m ⬝ᵥ n) - n ⬝ᵥ l) * e3
  have ht : (angular l * angular m * angular n).trace =
      3 * (1 + 3 * (-(l ⬝ᵥ m)) * (-(m ⬝ᵥ n)) * (-(n ⬝ᵥ l))) := by
    rw [trace_angular, hl, hm, hn]
    linear_combination (-9) * gram
  have hR : (a * b * c) ^ 3 * ((a ^ 3)⁻¹ * (b ^ 3)⁻¹ * (c ^ 3)⁻¹) = 1 := by
    have ha' := ha.ne'
    have hb' := hb.ne'
    have hc' := hc.ne'
    field_simp
  rw [three_body_keesom]
  simp only [dipoleTensor, Matrix.smul_mul, Matrix.mul_smul, trace_smul, smul_eq_mul, ht]
  linear_combination ((p ⬝ᵥ p) * (q ⬝ᵥ q) * (r ⬝ᵥ r) *
    (1 + 3 * (-(l ⬝ᵥ m)) * (-(m ⬝ᵥ n)) * (-(n ⬝ᵥ l))) / 9) * hR

end

end ThreeBodyKeesom
```

```lean
#print axioms ThreeBodyKeesom.three_body_keesom
#print axioms ThreeBodyKeesom.energy_third_moment
#print axioms ThreeBodyKeesom.keesom_triangle
```

```
'ThreeBodyKeesom.three_body_keesom' depends on axioms: [propext, Classical.choice, Quot.sound]
'ThreeBodyKeesom.energy_third_moment' depends on axioms: [propext, Classical.choice, Quot.sound]
'ThreeBodyKeesom.keesom_triangle' depends on axioms: [propext, Classical.choice, Quot.sound]
```

`second_moment` evaluates the sign sums by enumeration with `decide +kernel`. For the diagonal terms it shows that the permutation sum is the same for every axis and that the three sums total \(6|p|^2\), so each is \(2|p|^2\). `mean_quadratic` and `mean_relay` are the two one-dipole formulas.

In `three_body_keesom`, `hk` eliminates \(z\), `hh` eliminates \(y\), and `mean_quadratic` closes the trace. `mean_neg` proves the reversal symmetry by re-indexing the sum with the orientation that flips all three signs. `energy_third_moment` applies it to each dipole in turn, and `ring` verifies the identity for the cubes.

`trace_angular` is the expansion in components. In `keesom_triangle`, `e1`, `e2` and `e3` are the projected closure equations. Combining them with cofactors as coefficients gives \(a\) times the determinant, and \(a\neq0\) is then cancelled to obtain `gram`.

## Three directions that do not close

Drop the hypothesis `closed` and take \(l,m,n\) to be the three Cartesian unit vectors, with \(a=b=c=1\) and unit dipoles. The angular parts are \(\mathrm{diag}(-2,1,1)\), \(\mathrm{diag}(1,-2,1)\) and \(\mathrm{diag}(1,1,-2)\). Their product is \(-2\) times the identity, with trace \(-6\), so the mean loop product is \(-6/27=-2/9\). The triangle formula would give \(+1/9\), since all three scalar products vanish. Without closure, even the sign can be wrong. The separations of three points, taken head to tail, always close, so this example tests the algebra and is not an arrangement of three dipoles in space.
